# Flux π minimises the half-filled energy of a four-site ring of free spinless fermions

In some solvable spin models, the spins can be rewritten as free fermions hopping through a static background of fluxes. Finding the ground state then involves comparing the energies of the fermions in different backgrounds. The smallest bipartite ring that can carry a flux has four sites. Which flux do two fermions on it prefer?

Number the sites 0, 1, 2, 3 around the ring and let all on-site energies be zero. Every bond joins an even site to an odd one, so the hopping amplitudes form a complex matrix $M$ with rows for sites 0, 2 and columns for sites 1, 3. Rows and columns are counted from 0, so $M_{10}$ belongs to the bond between sites 2 and 1. Take

$$M=\begin{pmatrix}a&b\\c&d\,e^{if}\end{pmatrix},\qquad a,b,c,d>0,\quad f\in\mathbb R.$$

The product of amplitudes around the ring is $M_{00}\overline{M_{10}}M_{11}\overline{M_{01}}=abcd\,e^{if}$, so $f$ is the flux. The half-filled energy is

$$E(f)=-\sqrt{a^2+b^2+c^2+d^2+2\,|ad\,e^{if}-bc|},$$

and it is lowest exactly when $f$ is an odd multiple of $\pi$.

## From singular values to the preferred flux

With even sites listed first, the one-particle Hamiltonian $H$ has blocks $M$ and $M^\dagger$ off the diagonal and zeros on it. Write $T=\sum_{ij}|M_{ij}|^2$ and $D=|\det M|$. Expanding the determinant gives

$$\det(x-H)=x^4-Tx^2+D^2 .$$

Since $M^\dagger M$ has trace $T$ and determinant $D^2$, this is its characteristic polynomial $y^2-Ty+D^2$ at $y=x^2$. The roots in $y$ are $\sigma_1^2,\sigma_2^2$, where $\sigma_1,\sigma_2\ge0$ are the singular values of $M$. The levels are therefore $\pm\sigma_1,\pm\sigma_2$, with multiplicity. From $\sigma_1^2+\sigma_2^2=T$ and $\sigma_1\sigma_2=D$,

$$(\sigma_1+\sigma_2)^2=T+2D .$$

Two fermions do best in the levels $-\sigma_1,-\sigma_2$, so the energy is $-\sqrt{T+2D}$. For the matrix above,

$$D^2=(ad\cos f-bc)^2+(ad\sin f)^2=a^2d^2+b^2c^2-2abcd\cos f .$$

As $abcd>0$, a smaller cosine means a larger $D$ and a lower energy. The minimum is at $\cos f=-1$ and the maximum at $\cos f=1$. With all four amplitudes equal to 1, the two energies are $-2\sqrt2$ and $-2$.

If one amplitude vanishes, the energy doesn't depend on $f$ and every flux is optimal; the word "exactly" therefore needs $abcd\neq0$.

## The ring and its two-fermion energies in Lean

```lean
import Mathlib

open Matrix Polynomial

namespace FourSiteRingFlux

noncomputable section
```

The Hamiltonian is written in ring order, with `star` for complex conjugation. There are no on-site energies.

```lean
/-- One-particle Hamiltonian of a ring with sites 0, 1, 2, 3 in cyclic order. The matrix `M` holds
the hopping amplitudes between the even sites 0, 2 (rows) and the odd sites 1, 3 (columns). -/
def ringHamiltonian (M : Matrix (Fin 2) (Fin 2) ℂ) : Matrix (Fin 4) (Fin 4) ℂ :=
  !![0, M 0 0, 0, M 0 1;
     star (M 0 0), 0, star (M 1 0), 0;
     0, M 1 0, 0, M 1 1;
     star (M 0 1), 0, star (M 1 1), 0]
```

Each energy eigenvalue of two free fermions is the sum of two occupied one-particle levels. These levels form a multiset `m` of two real numbers contained in the roots of the characteristic polynomial. A doubly degenerate level can thus be filled twice, and a simple one only once, as the Pauli principle requires.

```lean
/-- The energies of two spinless fermions placed in two levels of the one-particle Hamiltonian `H`,
where levels are counted with multiplicity. -/
def pairEnergies (H : Matrix (Fin 4) (Fin 4) ℂ) : Set ℝ :=
  {E | ∃ m : Multiset ℝ, m.card = 2 ∧ m.map Complex.ofReal ≤ H.charpoly.roots ∧ E = m.sum}

/-- The ground-state energy of the half-filled ring: the infimum of the two-fermion energies. -/
def halfFilledEnergy (M : Matrix (Fin 2) (Fin 2) ℂ) : ℝ :=
  sInf (pairEnergies (ringHamiltonian M))
```

The infimum is shown below to be attained, so it is a true ground-state energy at fixed particle number two.

```lean
/-- The hopping matrix with real parameters `a, b, c, d` and an extra phase `f` on the entry with
`d`, which belongs to the bond between sites 2 and 3. -/
def fluxHopping (a b c d f : ℝ) : Matrix (Fin 2) (Fin 2) ℂ :=
  !![(a : ℂ), (b : ℂ); (c : ℂ), (d : ℂ) * Complex.exp (f * Complex.I)]
```

The flux is a real number, not an angle modulo $2\pi$, which is why the final theorems speak of multiples of $\pi$. The model has no interactions, no spin and no energy cost for the flux itself. It describes one isolated ring, not a lattice of rings sharing bonds.

## The spectrum from $M^\dagger M$

The determinant expansion is done once, over any commutative ring, so that it can be applied to polynomial entries.

```lean
/-- The determinant of a four-site ring matrix with constant diagonal `x`. -/
lemma det_ring {R : Type*} [CommRing R] (x p q r s p' q' r' s' : R) :
    (!![x, -p, 0, -q; -p', x, -r', 0; 0, -r, x, -s; -q', 0, -s', x] :
      Matrix (Fin 4) (Fin 4) R).det =
    x ^ 4 - (p * p' + q * q' + r * r' + s * s') * x ^ 2
      + (p * s - q * r) * (p' * s' - q' * r') := by
  simp [Matrix.det_succ_row_zero, Fin.sum_univ_succ, Fin.succAbove]
  ring
```

In the next theorem, `.comp (X ^ 2)` substitutes the squared energy into the characteristic polynomial of $M^\dagger M$. The proof identifies $x-H$ entry by entry and applies the expansion.

```lean
/-- The characteristic polynomial of the ring is that of `Mᴴ * M` taken at the squared energy. -/
theorem charpoly_ring (M : Matrix (Fin 2) (Fin 2) ℂ) :
    (ringHamiltonian M).charpoly = (Mᴴ * M).charpoly.comp (X ^ 2) := by
  have hmat : (ringHamiltonian M).charmatrix =
      !![X, -C (M 0 0), 0, -C (M 0 1);
         -C (star (M 0 0)), X, -C (star (M 1 0)), 0;
         0, -C (M 1 0), X, -C (M 1 1);
         -C (star (M 0 1)), 0, -C (star (M 1 1)), X] := by
    refine Matrix.ext fun i j => ?_
    fin_cases i <;> fin_cases j <;> simp [ringHamiltonian]
  rw [Matrix.charpoly, hmat, det_ring, Matrix.charpoly_fin_two]
  simp [Matrix.trace_fin_two, Matrix.det_fin_two, Matrix.mul_apply, Fin.sum_univ_two]
  ring
```

The singular values are now constructed explicitly, as half the sum and half the difference of $\sqrt{T+2D}$ and $\sqrt{T-2D}$. The second root requires $2D\le T$, which follows from the triangle inequality for $\det M$ and two squares being nonnegative. Trace and determinant then confirm that `s ^ 2` and `t ^ 2` are the eigenvalues of `Mᴴ * M`.

```lean
/-- A complex 2×2 matrix has singular values `σ₁, σ₂` (the squares are the eigenvalues of
`Mᴴ * M`) whose sum is the root of the summed squared moduli plus twice the modulus of `det M`. -/
theorem singularValues_sum (M : Matrix (Fin 2) (Fin 2) ℂ) :
    ∃ σ₁ σ₂ : ℝ, 0 ≤ σ₁ ∧ 0 ≤ σ₂ ∧
      (Mᴴ * M).charpoly = (X - C ((σ₁ : ℂ) ^ 2)) * (X - C ((σ₂ : ℂ) ^ 2)) ∧
      σ₁ + σ₂ = √(∑ i, ∑ j, ‖M i j‖ ^ 2 + 2 * ‖M.det‖) := by
  set T : ℝ := ∑ i, ∑ j, ‖M i j‖ ^ 2 with hT
  set D : ℝ := ‖M.det‖ with hD
  have hD0 : 0 ≤ D := norm_nonneg _
  have hTD : 2 * D ≤ T := by
    have h : D ≤ ‖M 0 0‖ * ‖M 1 1‖ + ‖M 0 1‖ * ‖M 1 0‖ := by
      rw [hD, Matrix.det_fin_two, ← norm_mul, ← norm_mul]
      exact norm_sub_le _ _
    simp only [hT, Fin.sum_univ_two]
    nlinarith [sq_nonneg (‖M 0 0‖ - ‖M 1 1‖), sq_nonneg (‖M 0 1‖ - ‖M 1 0‖)]
  have hS := Real.sq_sqrt (show 0 ≤ T + 2 * D by linarith)
  have hR := Real.sq_sqrt (show 0 ≤ T - 2 * D by linarith)
  have hRS : √(T - 2 * D) ≤ √(T + 2 * D) := Real.sqrt_le_sqrt (by linarith)
  have hR0 := Real.sqrt_nonneg (T - 2 * D)
  -- sum and difference of the singular values are the two square roots
  obtain ⟨s, hs⟩ : ∃ s, s = (√(T + 2 * D) + √(T - 2 * D)) / 2 := ⟨_, rfl⟩
  obtain ⟨t, ht⟩ : ∃ t, t = (√(T + 2 * D) - √(T - 2 * D)) / 2 := ⟨_, rfl⟩
  have h1 : T = s ^ 2 + t ^ 2 := by rw [hs, ht]; linarith
  have h2 : D = s * t := by rw [hs, ht]; linarith
  have htr : (Mᴴ * M).trace = (s : ℂ) ^ 2 + (t : ℂ) ^ 2 := by
    have h : (Mᴴ * M).trace = (T : ℂ) := by
      simp only [hT, Matrix.trace_fin_two, Matrix.mul_apply, Fin.sum_univ_two,
        Matrix.conjTranspose_apply, Complex.star_def, Complex.conj_mul']
      push_cast
      ring
    rw [h, h1]
    push_cast
    ring
  have hdet : (Mᴴ * M).det = (s : ℂ) ^ 2 * (t : ℂ) ^ 2 := by
    rw [Matrix.det_mul, Matrix.det_conjTranspose, Complex.star_def, Complex.conj_mul', ← hD, h2]
    push_cast
    ring
  refine ⟨s, t, by linarith, by linarith, ?_, by linarith⟩
  rw [Matrix.charpoly_fin_two, htr, hdet]
  simp only [map_add, map_mul]
  ring
```

## Filling the negative levels

To show that no pair of levels does better, compare each level $x$ with its negative part $\min(x,0)$.

```lean
/-- The sum of the negative parts `min x 0` of some levels `x` is at most zero and at most their
total energy. -/
lemma negativePart_sum_le (u : Multiset ℝ) :
    (u.map (fun x => min x 0)).sum ≤ 0 ∧ (u.map (fun x => min x 0)).sum ≤ u.sum := by
  induction u using Multiset.induction_on with
  | empty => simp
  | cons a s ih =>
    simp only [Multiset.map_cons, Multiset.sum_cons]
    have h1 := min_le_left a 0
    have h2 := min_le_right a 0
    exact ⟨by linarith [ih.1], by linarith [ih.2]⟩
```

The next theorem holds for every complex $M$. `IsLeast` says that the stated energy belongs to the set and is a lower bound for it.

```lean
/-- For arbitrary complex hoppings, the lowest energy of two fermions on the ring is attained and
is minus the root of the summed squared moduli plus twice the modulus of `det M`. -/
theorem isLeast_pairEnergies (M : Matrix (Fin 2) (Fin 2) ℂ) :
    IsLeast (pairEnergies (ringHamiltonian M))
      (-√(∑ i, ∑ j, ‖M i j‖ ^ 2 + 2 * ‖M.det‖)) := by
  obtain ⟨s, t, hs, ht, hchar, hsum⟩ := singularValues_sum M
  rw [← hsum]
  -- the four levels are the singular values with both signs
  have hroots : (ringHamiltonian M).charpoly.roots =
      (({-s, -t} : Multiset ℝ) + {s, t}).map Complex.ofReal := by
    rw [← Polynomial.roots_multiset_prod_X_sub_C
      ((({-s, -t} : Multiset ℝ) + {s, t}).map Complex.ofReal), charpoly_ring, hchar]
    congr 1
    simp
    ring
  constructor
  · refine ⟨{-s, -t}, by simp, ?_, ?_⟩
    · rw [hroots]
      exact Multiset.map_le_map (Multiset.le_add_right _ _)
    · simp only [Multiset.insert_eq_cons, Multiset.sum_cons, Multiset.sum_singleton]
      ring
  · rintro E ⟨m, -, hm, rfl⟩
    rw [hroots] at hm
    obtain ⟨u, hu⟩ := Multiset.le_iff_exists_add.1
      ((Multiset.map_le_map_iff Complex.ofReal_injective).1 hm)
    -- no choice of levels lies below the sum of all negative parts
    have h := congrArg (fun v : Multiset ℝ => (v.map (fun x => min x 0)).sum) hu
    simp only [Multiset.map_add, Multiset.sum_add, Multiset.insert_eq_cons, Multiset.map_cons,
      Multiset.map_singleton, Multiset.sum_cons, Multiset.sum_singleton] at h
    rw [min_eq_left (neg_nonpos.2 hs), min_eq_left (neg_nonpos.2 ht),
      min_eq_right hs, min_eq_right ht] at h
    linarith [(negativePart_sum_le m).2, (negativePart_sum_le u).1]
```

The lower bound rests on `Multiset.le_iff_exists_add`: if `m` is contained in the multiset of all levels, that multiset equals `m + u` for some `u`. Physically, `m` holds the occupied levels and `u` the empty ones. The sum of negative parts, $N$, is additive over this split, so

$$-(\sigma_1+\sigma_2)=N(m)+N(u)\le \textstyle\sum m+0 .$$

This replaces a check of all six pairs and needs no ordering of the levels. The condition `m.card = 2` is discarded in this half of the proof, since the same bound holds for any number of fermions.

## Comparing fluxes

Inserting the flux matrix gives the energy formula, here for real $a,b,c,d$ of any sign. The phase $f$ is the flux when $abcd>0$; when $abcd<0$ the flux is $f+\pi$.

```lean
/-- The half-filled energy of a ring with hopping matrix `fluxHopping a b c d f`, for real
`a, b, c, d` of any sign. -/
theorem energy_flux (a b c d f : ℝ) :
    halfFilledEnergy (fluxHopping a b c d f) =
      -√(a ^ 2 + b ^ 2 + c ^ 2 + d ^ 2
        + 2 * ‖(a : ℂ) * d * Complex.exp (f * Complex.I) - b * c‖) := by
  have hT : ∑ i, ∑ j, ‖fluxHopping a b c d f i j‖ ^ 2 = a ^ 2 + b ^ 2 + c ^ 2 + d ^ 2 := by
    simp [fluxHopping, Fin.sum_univ_two, Complex.norm_exp_ofReal_mul_I]
    ring
  have hD : (fluxHopping a b c d f).det =
      (a : ℂ) * d * Complex.exp (f * Complex.I) - b * c := by
    rw [fluxHopping, Matrix.det_fin_two_of]
    ring
  rw [halfFilledEnergy, (isLeast_pairEnergies _).csInf_eq, hT, hD]
```

The squared modulus of the determinant is expanded as above, using $\sin^2 f+\cos^2 f=1$.

```lean
/-- The squared modulus of `a * d * exp (i f) - b * c` for real `a, b, c, d, f`: the cross term is
proportional to the cosine of the phase `f`. -/
lemma norm_det_sq (a b c d f : ℝ) :
    ‖(a : ℂ) * d * Complex.exp (f * Complex.I) - b * c‖ ^ 2 =
      a ^ 2 * d ^ 2 + b ^ 2 * c ^ 2 - 2 * (a * b * c * d) * Real.cos f := by
  rw [Complex.sq_norm, Complex.normSq_apply]
  simp [Complex.exp_ofReal_mul_I_re, Complex.exp_ofReal_mul_I_im]
  linear_combination (a ^ 2 * d ^ 2) * Real.sin_sq_add_cos_sq f
```

Positivity enters with the comparison of two fluxes. The rewriting removes the minus sign, the square root and the common terms, then squares the two moduli. What remains is an inequality between cosines multiplied by $abcd$.

```lean
/-- For positive amplitudes, one flux gives at most the energy of another exactly when its cosine
is at most the other's. -/
theorem energy_le_iff {a b c d : ℝ} (ha : 0 < a) (hb : 0 < b) (hc : 0 < c) (hd : 0 < d)
    (f g : ℝ) :
    halfFilledEnergy (fluxHopping a b c d f) ≤ halfFilledEnergy (fluxHopping a b c d g) ↔
      Real.cos f ≤ Real.cos g := by
  have hp : 0 < a * b * c * d := by positivity
  rw [energy_flux, energy_flux, neg_le_neg_iff, Real.sqrt_le_sqrt_iff (by positivity),
    add_le_add_iff_left, mul_le_mul_iff_right₀ (by norm_num : (0 : ℝ) < 2),
    ← sq_le_sq₀ (norm_nonneg _) (norm_nonneg _), norm_det_sq, norm_det_sq]
  constructor
  · intro h
    exact le_of_mul_le_mul_left (by linarith) hp
  · intro h
    have := mul_le_mul_of_nonneg_left h hp.le
    linarith
```

For the optimal flux, the forward direction compares $f$ with $\pi$. This forces $\cos f=-1$, hence $\cos(f-\pi)=1$, and `Real.cos_eq_one_iff` supplies the integer `k`. The converse uses $\cos g\ge-1$.

```lean
/-- For any positive amplitudes, the half-filled energy is lowest exactly when the flux is an odd
multiple of π. -/
theorem optimal_flux {a b c d : ℝ} (ha : 0 < a) (hb : 0 < b) (hc : 0 < c) (hd : 0 < d) (f : ℝ) :
    (∀ g, halfFilledEnergy (fluxHopping a b c d f) ≤ halfFilledEnergy (fluxHopping a b c d g)) ↔
      ∃ k : ℤ, f = (2 * k + 1) * Real.pi := by
  simp only [energy_le_iff ha hb hc hd]
  constructor
  · intro h
    have h1 := h Real.pi
    rw [Real.cos_pi] at h1
    have h2 : Real.cos (f - Real.pi) = 1 := by
      rw [Real.cos_sub_pi]
      linarith [Real.neg_one_le_cos f]
    obtain ⟨k, hk⟩ := (Real.cos_eq_one_iff _).1 h2
    exact ⟨k, by linarith⟩
  · rintro ⟨k, hk⟩ g
    have h2 : Real.cos (f - Real.pi) = 1 :=
      (Real.cos_eq_one_iff _).2 ⟨k, by rw [hk]; ring⟩
    rw [Real.cos_sub_pi] at h2
    linarith [Real.neg_one_le_cos g]
```

The least favourable flux is found in the same way, by comparison with $0$.

```lean
/-- For any positive amplitudes, the half-filled energy is highest exactly when the flux is an even
multiple of π. -/
theorem worst_flux {a b c d : ℝ} (ha : 0 < a) (hb : 0 < b) (hc : 0 < c) (hd : 0 < d) (f : ℝ) :
    (∀ g, halfFilledEnergy (fluxHopping a b c d g) ≤ halfFilledEnergy (fluxHopping a b c d f)) ↔
      ∃ k : ℤ, f = k * (2 * Real.pi) := by
  simp only [energy_le_iff ha hb hc hd]
  constructor
  · intro h
    have h1 := h 0
    rw [Real.cos_zero] at h1
    obtain ⟨k, hk⟩ := (Real.cos_eq_one_iff f).1 (le_antisymm (Real.cos_le_one f) h1)
    exact ⟨k, hk.symm⟩
  · rintro ⟨k, hk⟩ g
    rw [(Real.cos_eq_one_iff f).2 ⟨k, hk.symm⟩]
    exact Real.cos_le_one g

end

end FourSiteRingFlux
```

```lean
#print axioms FourSiteRingFlux.energy_flux
#print axioms FourSiteRingFlux.optimal_flux
#print axioms FourSiteRingFlux.worst_flux
```

```
'FourSiteRingFlux.energy_flux' depends on axioms: [propext, Classical.choice, Quot.sound]
'FourSiteRingFlux.optimal_flux' depends on axioms: [propext, Classical.choice, Quot.sound]
'FourSiteRingFlux.worst_flux' depends on axioms: [propext, Classical.choice, Quot.sound]
```
